# The first-order Landau–Zener probability in the limit of vanishing damping

When the gap between two diabatic levels is swept linearly through zero at constant coupling, the first-order transition amplitude is proportional to the integral of a pure phase over all times, and one has to choose what that integral means. Here the constant real coupling $V$ is multiplied by a Gaussian $e^{-et^2}$ with $e>0$, the integral is computed, and $e$ is sent to zero at the end.

With $\hbar=1$ the gap at time $t$, taken as the energy of the final diabatic state minus that of the initial one, is $2at$, so $a$ is half the sweep rate that many textbooks use as the parameter. The damping $e$ has the dimension of an inverse time squared; it switches the coupling on and off smoothly and does not describe dissipation. In exponentials such as $e^{-et^2}$ the base is Euler's number. The integrand is `dampedPhase a e t`, a complex number for real $a$, $e$, $t$.

```lean
import Mathlib

open MeasureTheory Filter
open scoped Real Topology

namespace WeakCouplingLandauZener

noncomputable section

/-- The damped phase factor `exp (-(e - i a) t²)` at time `t`, with sweep parameter `a`
and damping `e`. -/
def dampedPhase (a e t : ℝ) : ℂ :=
  Complex.exp (-((e : ℂ) - Complex.I * a) * (t : ℂ) ^ 2)
```

The amplitude is

$$A(e)=V\int_{-\infty}^{\infty}e^{-(e-ia)t^2}\,dt .$$

The prefactor $-i$ of first-order perturbation theory is left out, since it has modulus one. That the Schrödinger equation of the two-level system gives this amplitude at first order in $V$ is taken from perturbation theory and not derived.

```lean
/-- The damped first-order transition amplitude, up to the constant phase `-i`: the coupling `V`
times the time integral of the damped phase factor. It is meant to be used for `e > 0`. -/
def amplitude (V a e : ℝ) : ℂ :=
  (V : ℂ) * ∫ t : ℝ, dampedPhase a e t
```

The Landau–Zener formula also enters as a definition. It is written as a function of the squared coupling $x=V^2$:

$$P_a(x)=1-e^{-\pi x/a}.$$

For $a>0$ this is the probability of changing from one diabatic state to the other over the whole sweep, from $t=-\infty$ to $t=\infty$. Some surface-hopping simulations of nonadiabatic dynamics estimate hopping probabilities from the Landau–Zener model; for a hop between adiabatic surfaces the relevant probability is the complement $e^{-\pi x/a}$. The parts below concern its weak-coupling form, for two levels with a linear sweep.

```lean
/-- The Landau-Zener transition probability as a function of the squared coupling `x = V²`,
for a diabatic gap `2 a t` with `a > 0` and `ħ = 1`. -/
def landauZenerProbability (a x : ℝ) : ℝ :=
  1 - Real.exp (-(π / a) * x)
```

## (a) The phase accumulated under a linear sweep

Show that the integrand is the factor $e^{-et^2}$ times the phase factor accumulated from the crossing at time zero:

$$e^{-(e-ia)t^2}=e^{-et^2}\exp\!\Big(i\int_0^t 2as\,ds\Big).$$

The integral of the gap is $\int_0^t 2as\,ds=at^2$. The right-hand side is therefore $e^{-et^2}e^{iat^2}=e^{-et^2+iat^2}$, which is the left-hand side.

```lean
/-- The damped phase factor is `exp (-e t²)` times the phase factor accumulated from time zero under
the linearly swept diabatic gap `2 a s`. -/
theorem dampedPhase_eq_gap_phase (a e t : ℝ) :
    dampedPhase a e t = (Real.exp (-e * t ^ 2) : ℂ) *
      Complex.exp (Complex.I * ((∫ s in (0 : ℝ)..t, 2 * a * s : ℝ) : ℂ)) := by
  have h : ∫ s in (0 : ℝ)..t, 2 * a * s = a * t ^ 2 := by
    rw [intervalIntegral.integral_const_mul, integral_id]
    ring
  rw [h, dampedPhase, Complex.ofReal_exp, ← Complex.exp_add]
  congr 1
  push_cast
  ring
```

The identity holds for all real $a$, $e$ and $t$, including negative times. In the proof, `h` evaluates the gap integral, and `Complex.exp_add` merges the two exponentials.

## (b) The amplitude in closed form

For $e>0$, show that

$$A(e)=V\left(\frac{\pi}{e-ia}\right)^{1/2},$$

with the principal square root.

Put $b=e-ia$, so that $\operatorname{Re}b=e>0$. For real $b>0$, squaring the integral and using polar coordinates gives

$$\Big(\int_{-\infty}^{\infty} e^{-bt^2}dt\Big)^2=2\pi\int_0^\infty re^{-br^2}dr=\frac{\pi}{b}.$$

The integral is positive, hence equal to $(\pi/b)^{1/2}$. Both sides are analytic in $b$ on the half-plane $\operatorname{Re}b>0$, because $\pi/b$ stays in the right half-plane, away from the branch cut. They agree on the positive real axis and therefore on the whole half-plane. Multiplying by $V$ gives the claim.

```lean
/-- For positive damping the amplitude is `V` times a complex Gaussian integral, given in closed
form by the principal square root. -/
theorem amplitude_eq (V a : ℝ) {e : ℝ} (he : 0 < e) :
    amplitude V a e =
      (V : ℂ) * ((π : ℂ) / ((e : ℂ) - Complex.I * a)) ^ (1 / 2 : ℂ) := by
  simp only [amplitude, dampedPhase]
  rw [integral_gaussian_complex (b := (e : ℂ) - Complex.I * a) (by simpa using he)]
```

Lean takes the Gaussian integral from Mathlib as `integral_gaussian_complex`. The hypothesis `he` supplies the positive real part that this lemma asks for.

## (c) The probability at finite damping

For $e>0$, show that

$$|A(e)|^2=\frac{\pi V^2}{\sqrt{e^2+a^2}}.$$

For any complex $z$, the square of $z^{1/2}$ is $z$, so $|z^{1/2}|^2=|z|$. With $z=\pi/(e-ia)$ this gives

$$|A(e)|^2=V^2\,\frac{\pi}{|e-ia|},\qquad |e-ia|=\sqrt{e^2+a^2}.$$

```lean
/-- For positive damping `e` the first-order transition probability is
`π V² / √(e² + a²)`. -/
theorem damped_probability (V a : ℝ) {e : ℝ} (he : 0 < e) :
    ‖amplitude V a e‖ ^ 2 = π * V ^ 2 / √(e ^ 2 + a ^ 2) := by
  -- the square of the principal root returns its argument
  have hroot (z : ℂ) : ‖z ^ (1 / 2 : ℂ)‖ ^ 2 = ‖z‖ := by
    have h := Complex.cpow_nat_inv_pow z (two_ne_zero : (2 : ℕ) ≠ 0)
    rw [← norm_pow]
    congr 1
    simpa only [Nat.cast_ofNat, one_div] using h
  have hnorm : ‖(e : ℂ) - Complex.I * a‖ = √(e ^ 2 + a ^ 2) := by
    rw [← Real.sqrt_sq (norm_nonneg ((e : ℂ) - Complex.I * a)), Complex.sq_norm,
      Complex.normSq_apply]
    congr 1
    simp
    ring
  rw [amplitude_eq V a he, norm_mul, mul_pow, hroot, norm_div, hnorm,
    Complex.norm_real, Complex.norm_real, Real.norm_eq_abs, Real.norm_eq_abs, sq_abs,
    abs_of_pos Real.pi_pos]
  ring
```

The auxiliary facts `hroot` and `hnorm` are these two moduli, and the final rewriting assembles them. The sign of $a$ plays no role, and $a=0$ is allowed.

## (d) Removing the damping

For $a>0$, show that

$$\lim_{e\to0^+}|A(e)|^2=\frac{\pi V^2}{a}.$$

The expression in (c) is continuous in $e$ at $e=0$, because its denominator there is $\sqrt{a^2}=a>0$. Its limit from the right is its value at zero, $\pi V^2/a$.

```lean
/-- Weak-coupling Landau-Zener limit: for `a > 0` the first-order transition probability
tends to `π V² / a` as the damping tends to zero from above. -/
theorem weak_coupling_limit (V : ℝ) {a : ℝ} (ha : 0 < a) :
    Tendsto (fun e : ℝ => ‖amplitude V a e‖ ^ 2) (𝓝[>] 0) (𝓝 (π * V ^ 2 / a)) := by
  have hs : √((0 : ℝ) ^ 2 + a ^ 2) = a := by
    rw [zero_pow two_ne_zero, zero_add, Real.sqrt_sq ha.le]
  have hc : ContinuousAt (fun e : ℝ => π * V ^ 2 / √(e ^ 2 + a ^ 2)) 0 :=
    ContinuousAt.div continuousAt_const (by fun_prop) (by rw [hs]; exact ha.ne')
  have ht : Tendsto (fun e : ℝ => π * V ^ 2 / √(e ^ 2 + a ^ 2)) (𝓝[>] 0)
      (𝓝 (π * V ^ 2 / √((0 : ℝ) ^ 2 + a ^ 2))) :=
    hc.tendsto.mono_left nhdsWithin_le_nhds
  rw [hs] at ht
  refine ht.congr' ?_
  filter_upwards [self_mem_nhdsWithin] with e he
  exact (damped_probability V a he).symm
```

In the statement, `𝓝[>] 0` means that $e$ approaches zero through positive values, and `𝓝` of the target is ordinary convergence to it. The proof obtains the limit of the closed formula from `hc`. It then replaces the formula by $|A(e)|^2$, which is legitimate because only positive $e$ count. No smallness of $V$ is assumed: the limit holds for every real $V$, but it is a good approximation to the transition probability only when $V^2$ is small compared with $a$.

## (e) Comparison with the Landau–Zener formula

For $a>0$, show that the same limit is the first-order term of the Landau–Zener probability in the squared coupling:

$$\lim_{e\to0^+}|A(e)|^2=V^2P_a'(0).$$

Differentiating gives $P_a'(x)=(\pi/a)e^{-\pi x/a}$, so $P_a'(0)=\pi/a$. Then $V^2P_a'(0)=\pi V^2/a$, which is the limit in (d).

```lean
/-- For `a > 0` the limit in the damping is `V²` times the slope of the Landau-Zener
probability, as a function of the squared coupling, at zero coupling. -/
theorem limit_eq_first_order_landauZener (V : ℝ) {a : ℝ} (ha : 0 < a) :
    Tendsto (fun e : ℝ => ‖amplitude V a e‖ ^ 2) (𝓝[>] 0)
      (𝓝 (V ^ 2 * deriv (landauZenerProbability a) 0)) := by
  have h : HasDerivAt (landauZenerProbability a) (π / a) 0 :=
    (((hasDerivAt_id' (0 : ℝ)).const_mul (-(π / a))).exp.const_sub 1).congr_deriv (by simp)
  have hv : V ^ 2 * (π / a) = π * V ^ 2 / a := by ring
  rw [h.deriv, hv]
  exact weak_coupling_limit V ha
```

The derivative is taken with respect to $x=V^2$, not $V$. The step `h` computes it by the chain rule, and (d) does the rest.

## (f) The error made by a finite damping

For $a>0$ and $e>0$, show that

$$0\le\frac{\pi V^2}{a}-|A(e)|^2\le\frac{\pi V^2e^2}{2a^3}.$$

Let $s=\sqrt{e^2+a^2}$, so $s\ge a$ and $e^2=(s-a)(s+a)$. By (c) the difference is

$$\pi V^2\Big(\frac1a-\frac1s\Big)=\pi V^2\,\frac{s-a}{as}=\pi V^2\,\frac{e^2}{as(s+a)}.$$

This is nonnegative. Since $s\ge a$, the last denominator is at least $2a^3$, which gives the upper bound.

```lean
/-- For `a > 0` and damping `e > 0`, the damped probability is at most its limit and differs from it
by at most `π V² e² / (2 a³)`. -/
theorem damping_error (V : ℝ) {a e : ℝ} (ha : 0 < a) (he : 0 < e) :
    0 ≤ π * V ^ 2 / a - ‖amplitude V a e‖ ^ 2 ∧
      π * V ^ 2 / a - ‖amplitude V a e‖ ^ 2 ≤ π * V ^ 2 * (e ^ 2 / (2 * a ^ 3)) := by
  rw [damped_probability V a he]
  have hsq : √(e ^ 2 + a ^ 2) ^ 2 = e ^ 2 + a ^ 2 := Real.sq_sqrt (by positivity)
  have has : a ≤ √(e ^ 2 + a ^ 2) := Real.le_sqrt_of_sq_le (by nlinarith [sq_nonneg e])
  generalize √(e ^ 2 + a ^ 2) = s at hsq has
  have hs : 0 < s := lt_of_lt_of_le ha has
  have hsplit : π * V ^ 2 / a - π * V ^ 2 / s = π * V ^ 2 * ((s - a) / (a * s)) := by
    field_simp
  have hd : 0 ≤ s - a := sub_nonneg.mpr has
  have he2 : e ^ 2 = (s - a) * (s + a) := by linarith [hsq, sq_sub_sq s a]
  rw [hsplit]
  refine ⟨by positivity, mul_le_mul_of_nonneg_left ?_ (by positivity)⟩
  rw [div_le_div_iff₀ (by positivity) (by positivity), he2]
  -- the two sides differ by a manifestly nonnegative product
  have hp : 0 ≤ a * (s - a) ^ 2 * (s + 2 * a) := by positivity
  nlinarith [hp]
```

Lean also names the root $s$, but it proves the upper bound by cross-multiplication. After $e^2$ is replaced by $(s-a)(s+a)$, the two sides differ by $a(s-a)^2(s+2a)\ge0$, the quantity in `hp`.

As a numerical instance, take $V=0.2$, $a=4$ and $e=3$ in a fixed unit of time. Then $V^2=0.04$ and $s=5$.

- The damped probability is $0.04\pi/5\approx0.0251$.
- The undamped limit is $0.04\pi/4\approx0.0314$.
- Their difference is about $0.0063$, below the bound $0.04\pi\cdot9/128\approx0.0088$.
- The full Landau–Zener formula gives $1-e^{-0.01\pi}\approx0.0309$, close to the first-order limit.

## (g) The phase of the limiting amplitude

For $a>0$, show that the amplitude itself converges:

$$\lim_{e\to0^+}A(e)=V\sqrt{\frac{\pi}{a}}\;e^{i\pi/4}.$$

At $e=0$ the argument of the root in (b) is

$$\frac{\pi}{-ia}=\frac{i\pi}{a}=\frac{\pi}{a}e^{i\pi/2}.$$

This lies on the positive imaginary axis, where the principal square root is continuous and equals $\sqrt{\pi/a}\,e^{i\pi/4}$. The limit can therefore be taken inside the root.

```lean
/-- For `a > 0` the amplitude itself converges as the damping tends to zero from above,
to `V √(π/a)` times the phase factor `exp (i π/4)`. -/
theorem amplitude_limit (V : ℝ) {a : ℝ} (ha : 0 < a) :
    Tendsto (amplitude V a) (𝓝[>] 0)
      (𝓝 ((V : ℂ) * ((√(π / a) : ℂ) * Complex.exp (π / 4 * Complex.I)))) := by
  have key (r : ℝ) (hr : 0 < r) : ((r : ℂ) * Complex.I) ^ (1 / 2 : ℂ) =
      (√r : ℂ) * Complex.exp (π / 4 * Complex.I) := by
    have h0 : (r : ℂ) * Complex.I ≠ 0 :=
      mul_ne_zero (Complex.ofReal_ne_zero.mpr hr.ne') Complex.I_ne_zero
    rw [Complex.cpow_def_of_ne_zero h0, Complex.log_ofReal_mul hr Complex.I_ne_zero,
      Complex.log_I, Real.sqrt_eq_rpow, Real.rpow_def_of_pos hr, Complex.ofReal_exp,
      ← Complex.exp_add]
    congr 1
    push_cast
    ring
  have hr : 0 < π / a := div_pos Real.pi_pos ha
  have ha' : (a : ℂ) ≠ 0 := Complex.ofReal_ne_zero.mpr ha.ne'
  have hne : ((0 : ℝ) : ℂ) - Complex.I * a ≠ 0 := by
    rw [Complex.ofReal_zero, zero_sub]
    exact neg_ne_zero.mpr (mul_ne_zero Complex.I_ne_zero ha')
  have hv : (π : ℂ) / (((0 : ℝ) : ℂ) - Complex.I * a) = ((π / a : ℝ) : ℂ) * Complex.I := by
    have h1 : (π : ℂ) / a * a = π := div_mul_cancel₀ _ ha'
    rw [div_eq_iff hne]
    push_cast
    linear_combination ((π : ℂ) / a * a) * Complex.I_sq - h1
  -- the limiting argument lies on the positive imaginary axis, off the branch cut
  have hslit : (π : ℂ) / (((0 : ℝ) : ℂ) - Complex.I * a) ∈ Complex.slitPlane := by
    rw [hv, Complex.mem_slitPlane_iff]
    right
    rw [Complex.im_ofReal_mul, Complex.I_im, mul_one]
    exact hr.ne'
  have hb : ContinuousAt (fun e : ℝ => (π : ℂ) / ((e : ℂ) - Complex.I * a)) 0 :=
    ContinuousAt.div continuousAt_const (by fun_prop) hne
  have hc : ContinuousAt (fun e : ℝ =>
      (V : ℂ) * ((π : ℂ) / ((e : ℂ) - Complex.I * a)) ^ (1 / 2 : ℂ)) 0 :=
    continuousAt_const.mul (hb.cpow continuousAt_const hslit)
  have ht := hc.tendsto.mono_left (nhdsWithin_le_nhds (s := Set.Ioi (0 : ℝ)))
  rw [hv, key _ hr] at ht
  refine ht.congr' ?_
  filter_upwards [self_mem_nhdsWithin] with e he
  exact (amplitude_eq V a he).symm
```

The fact `key` computes the principal root of a positive multiple of $i$ through the logarithm. `hv` simplifies the argument at $e=0$, and `hslit` places it off the branch cut, as continuity of the complex power requires. With the omitted factor $-i$ restored, the phase becomes $e^{-i\pi/4}$.

## (h) The integrand without damping

Show that for every real $a$ the undamped phase factor is not Lebesgue integrable:

$$\int_{-\infty}^{\infty}\big|e^{iat^2}\big|\,dt=\infty .$$

The exponent is purely imaginary, so the integrand has modulus one at every time. The integral of the constant one over the real line is infinite.

```lean
/-- Without damping the phase factor is not Lebesgue integrable over the real line. -/
theorem undamped_not_integrable (a : ℝ) : ¬ Integrable (dampedPhase a 0) := by
  intro h
  have hn (t : ℝ) : ‖dampedPhase a 0 t‖ = 1 := by
    have hp : dampedPhase a 0 t = Complex.exp (((a * t ^ 2 : ℝ) : ℂ) * Complex.I) := by
      rw [dampedPhase]
      congr 1
      push_cast
      ring
    rw [hp, Complex.norm_exp_ofReal_mul_I]
  -- a function of constant modulus one has infinite integral over the line
  have h1 : Integrable (fun _ : ℝ => (1 : ℝ)) := h.norm.congr (ae_of_all _ hn)
  simp [integrable_const_iff, isFiniteMeasure_iff] at h1

end

end WeakCouplingLandauZener
```

The step `hn` establishes the constant modulus. Integrability of the phase factor would then make the constant function one integrable over a line of infinite length, a contradiction.

This is where a plausible shortcut goes wrong: for $V\ne0$, setting $e=0$ in `amplitude` does not give the limit found in (g). Lean assigns the value zero to the integral of a non-integrable function, so `amplitude V a 0` is zero for every coupling. For $a>0$ the first-order amplitude is recovered as the limit through positive damping. The improper integral $V\lim_{T\to\infty}\int_{-T}^{T}e^{iat^2}dt$, which uses no damping, has the same value, but it is not the Lebesgue integral in the definition.

```lean
#print axioms WeakCouplingLandauZener.limit_eq_first_order_landauZener
#print axioms WeakCouplingLandauZener.damping_error
#print axioms WeakCouplingLandauZener.amplitude_limit
#print axioms WeakCouplingLandauZener.undamped_not_integrable
```

```
'WeakCouplingLandauZener.limit_eq_first_order_landauZener' depends on axioms: [propext, Classical.choice, Quot.sound]
'WeakCouplingLandauZener.damping_error' depends on axioms: [propext, Classical.choice, Quot.sound]
'WeakCouplingLandauZener.amplitude_limit' depends on axioms: [propext, Classical.choice, Quot.sound]
'WeakCouplingLandauZener.undamped_not_integrable' depends on axioms: [propext, Classical.choice, Quot.sound]
```
